# The pole weight of a canonically normalized finite pole sum is Z = 1 − Σ r_i

Let a field have the Euclidean propagator

D(K) = Z/K + Σ_i r_i/(K + s_i),

where K is the Euclidean momentum squared, Z > 0 is the weight of a massless one-particle pole, and finitely many further states have weights r_i ≥ 0 and masses squared s_i > 0. If K D(K) → 1 as K → +∞, then

Z = 1 − Σ_i r_i, and 0 < Z ≤ 1,

with Z = 1 exactly when every r_i vanishes. Physically, whatever strength the field spends on creating other states is missing from the one-particle state. For the photon, Z is usually written Z_3.

The limit condition stands for the canonical equal-time commutator of the unrenormalized field. Nonnegative weights express that each r_i is a squared overlap with a state of positive norm.

## Constraining a pole fit

A code that fits Euclidean propagator data by a finite pole sum can use the rule to eliminate Z or to check a free fit, provided that the field is canonically normalized and the fitted poles carry all of its spectral weight. A state with s_i far above the largest K in the data adds little to K D(K) there, so a fit can miss it, yet its r_i counts in full in the sum. A field rescaled to unit residue obeys a different sum rule.

At finite K the product K D(K) lies below 1 whenever some r_i is positive. The shortfall is approximately Σ r_i s_i / K at large K, so a check at the largest available momentum needs a tolerance of that size.

## From the large-K limit to the sum rule

For K ≠ 0, multiply by K:

K D(K) = Z + Σ_i r_i K/(K + s_i).

Each ratio is K/(K + s_i) = 1 − s_i/(K + s_i), which tends to 1. The sum is finite, so K D(K) → Z + Σ r_i. A limit is unique, hence Z + Σ r_i = 1.

Since Σ r_i ≥ 0, Z ≤ 1; since Z > 0, Σ r_i < 1. If Z = 1, the nonnegative r_i sum to zero, so each vanishes. Conversely, if all r_i vanish, Z = 1.

Subtracting K D(K) from 1 = Z + Σ r_i gives, for K > 0,

1 − K D(K) = Σ_i r_i s_i/(K + s_i).

The right side is nonnegative, so D(K) ≤ 1/K. The terms r_i/(K + s_i) of D(K) are nonnegative too, so Z/K ≤ D(K). Equality with the free propagator 1/K at a single K > 0 makes every term zero, and hence every r_i. Multiplying the shortfall by K and letting K → ∞ gives the first moment Σ r_i s_i. As K → 0, each K/(K + s_i) → 0, so K D(K) → Z: the pole weight is the residue.

**Two extra states.** Take r = (0.2, 0.1) and s = (1, 4). Then Z = 0.7. At K = 1,

D(1) = 0.7 + 0.2/2 + 0.1/5 = 0.82,

which lies between 0.7 and 1. The shortfall is 0.2·1/2 + 0.1·4/5 = 0.18, as it should be. The first moment is 0.2 + 0.4 = 0.6, so K D(K) ≈ 1 − 0.6/K at large K.

## The Lean file

```lean
import Mathlib

open Filter Topology

namespace SpectralSumRule

noncomputable section

variable {ι : Type*} [Fintype ι]

/-- The Euclidean propagator at momentum squared `K`: a massless pole of weight `Z` and finitely
many states of weight `r i` and mass squared `s i`. The formula has its usual meaning for `K ≠ 0`
and `K ≠ -s i`; elsewhere Lean gives a quotient with zero denominator the value `0`. -/
def propagator (Z : ℝ) (r s : ι → ℝ) (K : ℝ) : ℝ :=
  Z / K + ∑ i, r i / (K + s i)

/-- Canonical normalization: `K D(K)` tends to `1` at large Euclidean momentum. -/
def IsCanonical (Z : ℝ) (r s : ι → ℝ) : Prop :=
  Tendsto (fun K => K * propagator Z r s K) atTop (𝓝 1)

/-- Away from `K = 0`, the product `K D(K)` is `Z` plus the weights `r i`, each multiplied by
`K / (K + s i)`. -/
theorem mul_propagator (Z : ℝ) (r s : ι → ℝ) {K : ℝ} (hK : K ≠ 0) :
    K * propagator Z r s K = Z + ∑ i, r i * (K / (K + s i)) := by
  have h : K * (Z / K) = Z := by field_simp
  unfold propagator
  rw [mul_add, h, Finset.mul_sum]
  congr 1
  exact Finset.sum_congr rfl fun i _ => by ring

/-- For every real `s`, the factor `K / (K + s)` tends to `1` as `K → +∞`. -/
theorem ratio_tendsto (s : ℝ) : Tendsto (fun K : ℝ => K / (K + s)) atTop (𝓝 1) := by
  have h1 : Tendsto (fun K : ℝ => K + s) atTop atTop :=
    tendsto_atTop_add_const_right _ s tendsto_id
  have h2 : Tendsto (fun K : ℝ => 1 - s / (K + s)) atTop (𝓝 (1 - 0)) :=
    tendsto_const_nhds.sub (h1.const_div_atTop s)
  rw [sub_zero] at h2
  refine h2.congr' ?_
  filter_upwards [eventually_gt_atTop (-s)] with K hK
  have h3 : K + s ≠ 0 := (by linarith : 0 < K + s).ne'
  rw [eq_div_iff h3, sub_mul, div_mul_cancel₀ _ h3]
  ring

/-- The propagator is canonically normalized exactly when the pole weight and the weights of
all other states add up to one. -/
theorem isCanonical_iff (Z : ℝ) (r s : ι → ℝ) :
    IsCanonical Z r s ↔ Z + ∑ i, r i = 1 := by
  -- at large momentum every state contributes its full weight
  have t : Tendsto (fun K => K * propagator Z r s K) atTop (𝓝 (Z + ∑ i, r i)) := by
    have h : Tendsto (fun K : ℝ => Z + ∑ i, r i * (K / (K + s i))) atTop
        (𝓝 (Z + ∑ i, r i * 1)) :=
      tendsto_const_nhds.add
        (tendsto_finsetSum _ fun i _ => (ratio_tendsto (s i)).const_mul (r i))
    simp only [mul_one] at h
    refine h.congr' ?_
    filter_upwards [eventually_gt_atTop (0 : ℝ)] with K hK
    exact (mul_propagator Z r s hK.ne').symm
  constructor
  · intro h
    exact tendsto_nhds_unique t h
  · intro h
    rw [h] at t
    exact t

/-- For a canonically normalized propagator with `Z > 0` and nonnegative weights `r i`, the pole
weight is `Z = 1 - ∑ r i`; the other weights sum to less than one, `Z` is at most one, and `Z = 1`
exactly when every `r i` vanishes. -/
theorem pole_weight_sum_rule {Z : ℝ} {r s : ι → ℝ} (hZ : 0 < Z) (hr : ∀ i, 0 ≤ r i)
    (hc : IsCanonical Z r s) :
    Z = 1 - ∑ i, r i ∧ ∑ i, r i < 1 ∧ Z ≤ 1 ∧ (Z = 1 ↔ ∀ i, r i = 0) := by
  have h := (isCanonical_iff Z r s).1 hc
  have hn : 0 ≤ ∑ i, r i := Finset.sum_nonneg fun i _ => hr i
  refine ⟨by linarith, by linarith, by linarith, ?_⟩
  constructor
  · intro h1 i
    -- a vanishing sum of nonnegative weights has only vanishing terms
    have h0 : ∑ i, r i = 0 := by linarith
    exact (Finset.sum_eq_zero_iff_of_nonneg fun i _ => hr i).1 h0 i (Finset.mem_univ i)
  · intro h1
    have h0 : ∑ i, r i = 0 := Finset.sum_eq_zero fun i _ => h1 i
    linarith

/-- If all other states have positive mass squared, `Z` is the residue of the propagator at the
massless pole `K = 0`. -/
theorem residue_at_pole (Z : ℝ) (r : ι → ℝ) {s : ι → ℝ} (hs : ∀ i, 0 < s i) :
    Tendsto (fun K => K * propagator Z r s K) (𝓝[≠] 0) (𝓝 Z) := by
  have h : ∀ i, Tendsto (fun K : ℝ => r i * (K / (K + s i))) (𝓝[≠] 0) (𝓝 0) := by
    intro i
    have hc : ContinuousAt (fun K : ℝ => r i * (K / (K + s i))) 0 :=
      continuousAt_const.mul (continuousAt_id.div (continuousAt_id.add continuousAt_const)
        (by simpa using (hs i).ne'))
    have ht : Tendsto (fun K : ℝ => r i * (K / (K + s i))) (𝓝[≠] 0)
        (𝓝 (r i * (0 / (0 + s i)))) := hc.tendsto.mono_left nhdsWithin_le_nhds
    have h0 : r i * (0 / (0 + s i)) = 0 := by simp
    rwa [h0] at ht
  have h2 : Tendsto (fun K : ℝ => Z + ∑ i, r i * (K / (K + s i))) (𝓝[≠] 0)
      (𝓝 (Z + ∑ _i : ι, (0 : ℝ))) :=
    tendsto_const_nhds.add (tendsto_finsetSum _ fun i _ => h i)
  rw [Finset.sum_const_zero, add_zero] at h2
  refine h2.congr' ?_
  filter_upwards [self_mem_nhdsWithin] with K hK
  exact (mul_propagator Z r s hK).symm

/-- For canonical normalization, positive masses squared and `K > 0`, the shortfall of `K D(K)`
from one is the sum of `r i * s i / (K + s i)`. -/
theorem deficit {Z : ℝ} {r s : ι → ℝ} (hs : ∀ i, 0 < s i) (hc : IsCanonical Z r s)
    {K : ℝ} (hK : 0 < K) :
    1 - K * propagator Z r s K = ∑ i, r i * s i / (K + s i) := by
  have h := (isCanonical_iff Z r s).1 hc
  have hsum : ∑ i, r i * s i / (K + s i) = ∑ i, r i - ∑ i, r i * (K / (K + s i)) := by
    rw [← Finset.sum_sub_distrib]
    refine Finset.sum_congr rfl fun i _ => ?_
    have h1 : K / (K + s i) = 1 - s i / (K + s i) := by
      rw [eq_sub_iff_add_eq, ← add_div, div_self (add_pos hK (hs i)).ne']
    rw [h1]
    ring
  rw [mul_propagator Z r s hK.ne', hsum]
  linarith

/-- With canonical normalization, nonnegative weights `r i` and positive masses squared, the
propagator at any `K > 0` lies between `Z / K` and the free propagator `1 / K`, and it equals
`1 / K` exactly when every `r i` vanishes. -/
theorem propagator_bounds {Z : ℝ} {r s : ι → ℝ} (hr : ∀ i, 0 ≤ r i) (hs : ∀ i, 0 < s i)
    (hc : IsCanonical Z r s) {K : ℝ} (hK : 0 < K) :
    Z / K ≤ propagator Z r s K ∧ propagator Z r s K ≤ 1 / K ∧
      (propagator Z r s K = 1 / K ↔ ∀ i, r i = 0) := by
  have hd := deficit hs hc hK
  have hnn : ∀ i ∈ Finset.univ, 0 ≤ r i * s i / (K + s i) := fun i _ =>
    div_nonneg (mul_nonneg (hr i) (hs i).le) (add_pos hK (hs i)).le
  refine ⟨?_, ?_, ?_⟩
  · unfold propagator
    exact le_add_of_nonneg_right
      (Finset.sum_nonneg fun i _ => div_nonneg (hr i) (add_pos hK (hs i)).le)
  · rw [le_div_iff₀ hK]
    have h := Finset.sum_nonneg hnn
    linarith
  · rw [eq_div_iff hK.ne']
    constructor
    · intro h i
      -- no shortfall means that no massive state contributes
      have h0 : ∑ i, r i * s i / (K + s i) = 0 := by linarith
      have hi := (Finset.sum_eq_zero_iff_of_nonneg hnn).1 h0 i (Finset.mem_univ i)
      rcases div_eq_zero_iff.1 hi with h1 | h1
      · exact (mul_eq_zero.1 h1).resolve_right (hs i).ne'
      · exact absurd h1 (add_pos hK (hs i)).ne'
    · intro h
      have h0 : ∑ i, r i * s i / (K + s i) = 0 :=
        Finset.sum_eq_zero fun i _ => by rw [h i, zero_mul, zero_div]
      linarith

/-- For canonical normalization and positive masses squared, `K (1 - K D(K))` tends at large `K`
to the first spectral moment, the sum of `r i * s i`. -/
theorem first_moment {Z : ℝ} {r s : ι → ℝ} (hs : ∀ i, 0 < s i) (hc : IsCanonical Z r s) :
    Tendsto (fun K => K * (1 - K * propagator Z r s K)) atTop (𝓝 (∑ i, r i * s i)) := by
  have h : Tendsto (fun K : ℝ => ∑ i, r i * s i * (K / (K + s i))) atTop
      (𝓝 (∑ i, r i * s i * 1)) :=
    tendsto_finsetSum _ fun i _ => (ratio_tendsto (s i)).const_mul (r i * s i)
  simp only [mul_one] at h
  refine h.congr' ?_
  filter_upwards [eventually_gt_atTop (0 : ℝ)] with K hK
  rw [deficit hs hc hK, Finset.mul_sum]
  exact Finset.sum_congr rfl fun i _ => by ring

/-- Every pole weight `Z ≤ 1` occurs in a canonically normalized propagator with one further
state, of nonnegative weight `1 - Z` and arbitrary mass squared `m2`. -/
theorem single_state_witness {Z : ℝ} (hZ : Z ≤ 1) (m2 : ℝ) :
    0 ≤ 1 - Z ∧ IsCanonical Z (fun _ : Fin 1 => 1 - Z) (fun _ => m2) := by
  refine ⟨by linarith, ?_⟩
  rw [isCanonical_iff, Fin.sum_univ_one]
  ring

end

end SpectralSumRule
```

```lean
#print axioms SpectralSumRule.pole_weight_sum_rule
#print axioms SpectralSumRule.residue_at_pole
#print axioms SpectralSumRule.propagator_bounds
#print axioms SpectralSumRule.first_moment
```

```
'SpectralSumRule.pole_weight_sum_rule' depends on axioms: [propext, Classical.choice, Quot.sound]
'SpectralSumRule.residue_at_pole' depends on axioms: [propext, Classical.choice, Quot.sound]
'SpectralSumRule.propagator_bounds' depends on axioms: [propext, Classical.choice, Quot.sound]
'SpectralSumRule.first_moment' depends on axioms: [propext, Classical.choice, Quot.sound]
```

## Hypotheses, proof steps and the continuum

The finite type `ι` labels the further states and may be empty. `propagator` is D(K), with real arguments, and `IsCanonical` is the limit condition itself. `isCanonical_iff` proves it equivalent to the sum rule, for weights and masses squared of any sign.

`pole_weight_sum_rule` adds `hZ` (Z > 0) and `hr` (r_i ≥ 0), and needs no condition on `s`. Positivity of Z is assumed, not derived: `single_state_witness` realises every Z ≤ 1, including zero and negative values, with one extra state of weight 1 − Z.

In the proof, `mul_propagator` multiplies by K and `ratio_tendsto` supplies the limit of each ratio. `isCanonical_iff` adds these limits and applies `tendsto_nhds_unique`. The inequalities follow by `linarith`, and the equality case uses `Finset.sum_eq_zero_iff_of_nonneg`.

The theorems `residue_at_pole`, `deficit`, `propagator_bounds` and `first_moment` assume s_i > 0 and follow the remaining steps above. `deficit` feeds the last two.

The step left to the user is from a finite sum to a continuous spectral density, where the limit must be taken under an integral. In QED this matters: at one loop the integrated photon spectral weight diverges logarithmically without a regulator.
